# For distinct sites, the Schwinger-boson singlet [ij]^c [jk]^a [ki]^b has squared Bargmann norm (a+b+c+1)! a! b! c!

To obtain the amplitudes of three spins coupled to total spin zero, one can expand a product of singlet brackets in boson occupation states and divide by its norm. The norm is (a+b+c+1)! a! b! c! under the square root, for three distinct sites and any natural numbers a, b, c. In normalised occupation states (each monomial divided by the square root of the product of the factorials of its occupation numbers), the amplitudes are the Wigner 3j symbols for spins (b+c)/2, (a+c)/2 and (a+b)/2, up to a phase convention. That identification is not proved here; the text proves the norm, and that products with different exponents (a, b, c) on the same three sites are orthogonal.

## Two bosons per site

Each site i carries two boson modes, whose creation operators are represented by multiplication by commuting variables x_i and y_i. The vacuum is the polynomial 1, and a site with n bosons is a spin n/2.

In Lean 4 with Mathlib:

```lean
import Mathlib

open MvPolynomial ComplexConjugate
open scoped Nat

namespace SchwingerBosonTriple

noncomputable section
```

A monomial is labelled by its occupation numbers m_s, one for each mode s. Its squared norm is the weight

w(m) = ∏_s m_s!

```lean
/-- The product of the factorials of the occupation numbers. -/
def weight {σ : Type*} [Fintype σ] (m : σ →₀ ℕ) : ℕ := ∏ s, (m s)!
```

Write p_m for the coefficient of monomial m in p. The Bargmann form is

⟨p, q⟩ = Σ_m conj(p_m) q_m w(m).

It is conjugate-linear in the first slot. Only polynomials occur, so the sum is finite and no Hilbert-space completion is needed.

```lean
/-- The Bargmann form on polynomials, conjugate-linear in the first slot. -/
def bargmann {σ : Type*} [Fintype σ] (p q : MvPolynomial σ ℂ) : ℂ :=
  ∑ m ∈ p.support, conj (coeff m p) * coeff m q * (weight m : ℂ)
```

In `Poly ι` the type `ι` labels the sites, and the modes `(i, 0)` and `(i, 1)` are x_i and y_i. Taking `ι` to be `Fin 3` gives the six-variable ring; further sites may be present and stay empty.

```lean
/-- Polynomials in two boson modes `x = (i, 0)` and `y = (i, 1)` for each site `i`. -/
abbrev Poly (ι : Type*) := MvPolynomial (ι × Fin 2) ℂ
```

The bracket creates a singlet pair on two sites:

[ij] = x_i y_j − y_i x_j.

```lean
/-- The singlet bracket `[ij] = x_i y_j - y_i x_j`. -/
def bracket {ι : Type*} (i j : ι) : Poly ι :=
  X (i, 0) * X (j, 1) - X (i, 1) * X (j, 0)
```

Replacing each variable by its derivative gives the operator that removes such a pair:

Ω = ∂x_i ∂y_j − ∂y_i ∂x_j.

```lean
/-- The singlet annihilator `∂x_i ∂y_j - ∂y_i ∂x_j`. -/
def omega {ι : Type*} (i j : ι) (p : Poly ι) : Poly ι :=
  pderiv (i, 0) (pderiv (j, 1) p) - pderiv (i, 1) (pderiv (j, 0) p)
```

A boson is moved from site i to site k, with its spin state unchanged, by

H_ki = x_k ∂x_i + y_k ∂y_i.

For k = i this is the number operator E_i of site i.

```lean
/-- The operator `x_k ∂x_i + y_k ∂y_i`, which moves a boson from site `i` to site `k`. -/
def hop {ι : Type*} (k i : ι) : Derivation ℂ (Poly ι) (Poly ι) :=
  (X (k, 0) : Poly ι) • pderiv (i, 0) + (X (k, 1) : Poly ι) • pderiv (i, 1)
```

The state of interest is

T(a,b,c) = [ij]^c [jk]^a [ki]^b.

Sites i, j, k hold b+c, a+c and a+b bosons, so their spins are half these numbers.

```lean
/-- The three-site state `[ij]^c [jk]^a [ki]^b`. -/
def triple {ι : Type*} (i j k : ι) (a b c : ℕ) : Poly ι :=
  bracket i j ^ c * bracket j k ^ a * bracket k i ^ b
```

## Creation is adjoint to annihilation

Monomials absent from p contribute nothing, so the sum may run over any finite set that contains those of p.

```lean
section Form

variable {σ : Type*} [Fintype σ]

/-- The Bargmann form may be summed over any finite set containing the monomials of `p`. -/
theorem bargmann_eq_sum (p q : MvPolynomial σ ℂ) (S : Finset (σ →₀ ℕ)) (h : p.support ⊆ S) :
    bargmann p q = ∑ m ∈ S, conj (coeff m p) * coeff m q * (weight m : ℂ) := by
  refine Finset.sum_subset h (fun m _ hm => ?_)
  have h0 : coeff m p = 0 := by simpa using hm
  simp [h0]
```

If p is a single monomial with coefficient α, one term survives:

⟨α m, q⟩ = conj(α) q_m w(m).

```lean
/-- Pairing the monomial `m` with coefficient `a` against `q` gives `conj a` times the coefficient
of `m` in `q` times the product of factorials. -/
theorem bargmann_monomial (m : σ →₀ ℕ) (a : ℂ) (q : MvPolynomial σ ℂ) :
    bargmann (monomial m a) q = conj a * coeff m q * (weight m : ℂ) := by
  classical
  rw [bargmann_eq_sum _ _ {m} support_monomial_subset, Finset.sum_singleton,
    coeff_monomial, if_pos rfl]
```

Since w(m) is real, exchanging the arguments conjugates each term, and ⟨q, p⟩ = conj⟨p, q⟩.

```lean
/-- The Bargmann form is Hermitian. -/
theorem bargmann_conj (p q : MvPolynomial σ ℂ) : bargmann q p = conj (bargmann p q) := by
  classical
  rw [bargmann_eq_sum q p (p.support ∪ q.support) Finset.subset_union_right,
    bargmann_eq_sum p q (p.support ∪ q.support) Finset.subset_union_left, map_sum]
  refine Finset.sum_congr rfl (fun m _ => ?_)
  simp only [map_mul, Complex.conj_conj, map_natCast]
  ring
```

Coefficients add, so the form is additive in its first slot.

```lean
/-- The Bargmann form is additive in its first slot. -/
theorem bargmann_add_left (p p' q : MvPolynomial σ ℂ) :
    bargmann (p + p') q = bargmann p q + bargmann p' q := by
  classical
  let S := p.support ∪ p'.support
  rw [bargmann_eq_sum (p + p') q S support_add,
    bargmann_eq_sum p q S Finset.subset_union_left,
    bargmann_eq_sum p' q S Finset.subset_union_right, ← Finset.sum_add_distrib]
  refine Finset.sum_congr rfl (fun m _ => ?_)
  rw [coeff_add, map_add]
  ring
```

Let e_s be one boson in mode s. Then

(∂_s q)_m = (m_s + 1) q_(m+e_s),
w(m+e_s) = (m_s + 1) w(m).

For a monomial m with coefficient 1, both ⟨X_s m, q⟩ and ⟨m, ∂_s q⟩ therefore equal (m_s + 1) w(m) q_(m+e_s). The two displayed identities are `hc` and `hw` in the proof, and induction on p extends the result from monomials to all polynomials.

```lean
/-- Creation (multiplication by a variable) is adjoint to annihilation (differentiation). -/
theorem creation_adjoint (s : σ) (p q : MvPolynomial σ ℂ) :
    bargmann (X s * p) q = bargmann p (pderiv s q) := by
  classical
  -- coefficients of a derivative
  have hc : ∀ m : σ →₀ ℕ,
      coeff m (pderiv s q) = coeff (m + Finsupp.single s 1) q * ((m s : ℂ) + 1) := by
    intro m
    refine MvPolynomial.induction_on' q (fun u a => ?_) (fun f g hf hg => ?_)
    · rw [pderiv_monomial, coeff_monomial, coeff_monomial]
      by_cases h : u = m + Finsupp.single s 1
      · subst h
        simp
      · rw [if_neg h, zero_mul]
        split_ifs with h2
        · have h0 : u s = 0 := by
            by_contra h0
            apply h
            rw [← h2]
            ext t
            simp only [Finsupp.add_apply, Finsupp.tsub_apply, Finsupp.single_apply]
            split_ifs with e
            · subst e
              omega
            · omega
          simp [h0]
        · rfl
    · rw [map_add, coeff_add, coeff_add, hf, hg, add_mul]
  -- one more boson multiplies the weight by the new occupation number
  have hw : ∀ m : σ →₀ ℕ, weight (m + Finsupp.single s 1) = (m s + 1) * weight m := by
    intro m
    have h : ∏ t ∈ Finset.univ.erase s, ((m + Finsupp.single s 1 : σ →₀ ℕ) t)! =
        ∏ t ∈ Finset.univ.erase s, (m t)! :=
      Finset.prod_congr rfl (fun t ht => by
        simp [(Finset.ne_of_mem_erase ht).symm])
    have e : (m + Finsupp.single s 1 : σ →₀ ℕ) s = m s + 1 := by simp
    unfold weight
    rw [← Finset.mul_prod_erase Finset.univ
        (fun t => ((m + Finsupp.single s 1 : σ →₀ ℕ) t)!)
        (Finset.mem_univ s),
      ← Finset.mul_prod_erase Finset.univ (fun t => (m t)!) (Finset.mem_univ s), h, e,
      Nat.factorial_succ, mul_assoc]
  refine MvPolynomial.induction_on' p (fun u a => ?_) (fun f g hf hg => ?_)
  · have hX : X s * monomial u a = monomial (u + Finsupp.single s 1) a := by
      rw [X, monomial_mul, one_mul, add_comm]
    rw [hX, bargmann_monomial, bargmann_monomial, hc, hw]
    push_cast
    ring
  · rw [mul_add, bargmann_add_left, bargmann_add_left, hf, hg]

end Form
```

## Removing one singlet pair

For distinct sites the first derivatives of the bracket are

∂x_i [ij] = y_j,  ∂y_i [ij] = −x_j,
∂x_j [ij] = −y_i,  ∂y_j [ij] = x_i.

The lemma covers coinciding sites too.

```lean
variable {ι : Type*} [DecidableEq ι]

/-- The first derivatives of a singlet bracket with respect to `x_l` and `y_l`. -/
theorem pderiv_bracket (l m n : ι) :
    pderiv (l, 0) (bracket m n) =
        (if m = l then X (n, 1) else 0) - (if n = l then X (m, 1) else 0) ∧
      pderiv (l, 1) (bracket m n) =
        (if n = l then X (m, 0) else 0) - (if m = l then X (n, 0) else 0) := by
  constructor <;> by_cases hm : m = l <;> by_cases hn : n = l <;>
    simp [bracket, pderiv_X, Derivation.leibniz, hm, hn]
```

Apply the product rule twice to [ij]p:

∂x_i ∂y_j ([ij]p) = p + x_i ∂x_i p + y_j ∂y_j p + [ij] ∂x_i ∂y_j p,
∂y_i ∂x_j ([ij]p) = −p − y_i ∂y_i p − x_j ∂x_j p + [ij] ∂y_i ∂x_j p.

Subtracting gives

Ω([ij]p) = [ij] Ωp + (E_i + E_j + 2)p.

In [jk]p only the derivatives at j act on the bracket, with ∂x_j [jk] = y_k and ∂y_j [jk] = −x_k, so

Ω([jk]p) = [jk] Ωp − H_ki p.

The hop H_ki kills [jk], which has no variable of site i, and turns [ki] into [kk] = 0. Being a derivation, it kills every product [jk]^n [ki]^b. Also Ω[ki]^b = 0, because site j is empty. Induction on n then gives Ω([jk]^n [ki]^b) = 0.

Now raise c. Suppose ΩT(a,b,c) = c(a+b+c+1) T(a,b,c−1), which reads 0 at c = 0. With E_i = b+c and E_j = a+c on T(a,b,c),

ΩT(a,b,c+1) = [c(a+b+c+1) + (b+c) + (a+c) + 2] T(a,b,c)
= (c+1)(a+b+c+2) T(a,b,c).

In the proof, `R1` and `R2` are the two product rules, `hi` and `hj` count bosons, `hG` is the vanishing hop, and `h0` is the case without [ij].

```lean
/-- For distinct sites, the singlet annihilator on `i, j` takes `[ij]^c [jk]^a [ki]^b` to `c (a + b
+ c + 1)` times the same product with one bracket `[ij]` fewer (zero if `c = 0`). -/
theorem omega_triple {i j k : ι} (hij : i ≠ j) (hjk : j ≠ k) (hki : k ≠ i) (a b c : ℕ) :
    omega i j (triple i j k a b c) =
      ((c * (a + b + c + 1) : ℕ) : Poly ι) * triple i j k a b (c - 1) := by
  have pw : ∀ (D : Derivation ℂ (Poly ι) (Poly ι)) (f r : Poly ι), D f = r * f →
      ∀ n : ℕ, D (f ^ n) = n * r * f ^ n := by
    intro D f r h n
    induction n with
    | zero => simp
    | succ n ih =>
      rw [pow_succ, D.leibniz, ih, h]
      simp only [smul_eq_mul]
      push_cast
      ring
  have ha : ∀ (k i : ι) (p : Poly ι), hop k i p =
      X (k, 0) * pderiv (i, 0) p + X (k, 1) * pderiv (i, 1) p := fun _ _ _ => rfl
  have hb : ∀ k i m n : ι, hop k i (bracket m n) =
      (if m = i then bracket k n else 0) + (if n = i then bracket m k else 0) := by
    intro k i m n
    rw [ha, (pderiv_bracket i m n).1, (pderiv_bracket i m n).2]
    unfold bracket
    split_ifs <;> ring
  have kk : bracket k k = 0 := by unfold bracket; ring
  -- boson numbers on sites i and j
  have hi : ∀ c : ℕ, hop i i (triple i j k a b c) = (b + c) * triple i j k a b c := by
    intro c
    have e1 := pw (hop i i) (bracket i j) 1 (by simp [hb, hij.symm]) c
    have e2 := pw (hop i i) (bracket j k) 0 (by simp [hb, hij.symm, hki]) a
    have e3 := pw (hop i i) (bracket k i) 1 (by simp [hb, hki]) b
    simp only [triple, Derivation.leibniz, smul_eq_mul, e1, e2, e3]
    ring
  have hj : ∀ c : ℕ, hop j j (triple i j k a b c) = (a + c) * triple i j k a b c := by
    intro c
    have e1 := pw (hop j j) (bracket i j) 1 (by simp [hb, hij]) c
    have e2 := pw (hop j j) (bracket j k) 1 (by simp [hb, hjk.symm]) a
    have e3 := pw (hop j j) (bracket k i) 0 (by simp [hb, hjk.symm, hij]) b
    simp only [triple, Derivation.leibniz, smul_eq_mul, e1, e2, e3]
    ring
  have hG : ∀ n : ℕ, hop k i (bracket j k ^ n * bracket k i ^ b) = 0 := by
    intro n
    have e2 := pw (hop k i) (bracket j k) 0 (by simp [hb, hij.symm, hki]) n
    have e3 := pw (hop k i) (bracket k i) 0 (by simp [hb, hki, kk]) b
    simp only [Derivation.leibniz, smul_eq_mul, e2, e3]
    ring
  -- product rules for the second-order operator
  have R1 : ∀ p : Poly ι, omega i j (bracket i j * p) =
      bracket i j * omega i j p + hop i i p + hop j j p + 2 * p := by
    intro p
    simp [omega, ha, pderiv_bracket, pderiv_X, Derivation.leibniz, hij, hij.symm]
    ring
  have R2 : ∀ p : Poly ι, omega i j (bracket j k * p) =
      bracket j k * omega i j p - hop k i p := by
    intro p
    simp [omega, ha, pderiv_bracket, pderiv_X, Derivation.leibniz, hij.symm, hjk.symm,
      hki]
    ring
  have h0 : ∀ n : ℕ, omega i j (bracket j k ^ n * bracket k i ^ b) = 0 := by
    intro n
    induction n with
    | zero =>
      have e0 := pw (pderiv (j, 0)) (bracket k i) 0
        (by simp [pderiv_bracket, hjk.symm, hij]) b
      have e1 := pw (pderiv (j, 1)) (bracket k i) 0
        (by simp [pderiv_bracket, hjk.symm, hij]) b
      simp only [omega, pow_zero, one_mul, e0, e1, mul_zero, zero_mul, map_zero, sub_self]
    | succ n ih => rw [pow_succ', mul_assoc, R2, ih, hG, mul_zero, sub_zero]
  induction c with
  | zero =>
    have h : triple i j k a b 0 = bracket j k ^ a * bracket k i ^ b := by simp [triple]
    rw [h, h0]
    simp
  | succ c ih =>
    have s : triple i j k a b (c + 1) = bracket i j * triple i j k a b c := by
      simp only [triple]; ring
    rw [s, R1, ih, hi, hj]
    cases c <;> simp only [triple, Nat.add_sub_cancel] <;> push_cast <;> ring
```

Moving one bracket across the form turns it into Ω, and the lowering rule gives

⟨T(a,b,c+1), T(a′,b′,c′)⟩ = c′(a′+b′+c′+1) ⟨T(a,b,c), T(a′,b′,c′−1)⟩.

```lean
variable [Fintype ι]

/-- Moving one bracket `[ij]` across the Bargmann form gives a recursion for overlaps. -/
theorem overlap_recursion {i j k : ι} (hij : i ≠ j) (hjk : j ≠ k) (hki : k ≠ i)
    (a b c a' b' c' : ℕ) :
    bargmann (triple i j k a b (c + 1)) (triple i j k a' b' c') =
      ((c' * (a' + b' + c' + 1) : ℕ) : ℂ) *
        bargmann (triple i j k a b c) (triple i j k a' b' (c' - 1)) := by
  have subl : ∀ p p' q : Poly ι, bargmann (p - p') q = bargmann p q - bargmann p' q :=
    fun p p' q => eq_sub_of_add_eq (by rw [← bargmann_add_left, sub_add_cancel])
  have subr : ∀ p q q' : Poly ι, bargmann p (q - q') = bargmann p q - bargmann p q' := by
    intro p q q'
    simp only [bargmann, coeff_sub, mul_sub, sub_mul, Finset.sum_sub_distrib]
  have natr : ∀ (n : ℕ) (p q : Poly ι), bargmann p ((n : Poly ι) * q) = n * bargmann p q := by
    intro n p q
    have h : (n : Poly ι) = C (n : ℂ) := (map_natCast C n).symm
    rw [h]
    simp only [bargmann, coeff_C_mul, Finset.mul_sum]
    exact Finset.sum_congr rfl (fun m _ => by ring)
  have s0 : triple i j k a b (c + 1) = bracket i j * triple i j k a b c := by
    simp only [triple]; ring
  have s : triple i j k a b (c + 1) = X (j, 1) * (X (i, 0) * triple i j k a b c) -
      X (j, 0) * (X (i, 1) * triple i j k a b c) := by
    rw [s0, bracket]; ring
  rw [s, subl, creation_adjoint, creation_adjoint, creation_adjoint, creation_adjoint,
    ← subr, ← natr, ← omega_triple hij hjk hki]
  rfl
```

## Overlaps and norms

The sites i, j, k are distinct throughout this section. If c > c′, repeated use of the recursion exhausts the brackets [ij] on the right first, and the next factor is zero. If c < c′, Hermiticity exchanges the two sides. If c = c′ but a or b differs, the cyclic identity `rot` renames the sites so that the differing exponent takes the place of c. This agrees with boson counting, since different exponents give different occupations of the sites.

```lean
/-- Three-site states with different bracket exponents are orthogonal. -/
theorem triple_orthogonal {i j k : ι} (hij : i ≠ j) (hjk : j ≠ k) (hki : k ≠ i)
    {a b c a' b' c' : ℕ} (h : (a, b, c) ≠ (a', b', c')) :
    bargmann (triple i j k a b c) (triple i j k a' b' c') = 0 := by
  have rot : ∀ (i j k : ι) (a b c : ℕ), triple i j k a b c = triple j k i b c a := by
    intro i j k a b c
    simp only [triple]; ring
  -- the side with more brackets [ij] lowers the other side to zero
  have lt : ∀ (i j k : ι), i ≠ j → j ≠ k → k ≠ i → ∀ a b a' b' c' c : ℕ, c' < c →
      bargmann (triple i j k a b c) (triple i j k a' b' c') = 0 := by
    intro i j k h1 h2 h3 a b a' b' c'
    induction c' with
    | zero =>
      intro c hc
      obtain ⟨d, rfl⟩ : ∃ d, c = d + 1 := ⟨c - 1, by omega⟩
      rw [overlap_recursion h1 h2 h3]
      simp
    | succ n ih =>
      intro c hc
      obtain ⟨d, rfl⟩ : ∃ d, c = d + 1 := ⟨c - 1, by omega⟩
      rw [overlap_recursion h1 h2 h3, Nat.add_sub_cancel, ih d (by omega), mul_zero]
  have ne : ∀ (i j k : ι), i ≠ j → j ≠ k → k ≠ i → ∀ a b a' b' c' c : ℕ, c ≠ c' →
      bargmann (triple i j k a b c) (triple i j k a' b' c') = 0 := by
    intro i j k h1 h2 h3 a b a' b' c' c hc
    rcases Nat.lt_or_gt_of_ne hc with hl | hl
    · rw [bargmann_conj, lt i j k h1 h2 h3 _ _ _ _ _ _ hl, map_zero]
    · exact lt i j k h1 h2 h3 _ _ _ _ _ _ hl
  by_cases hc : c = c'
  · by_cases ha : a = a'
    · have hb : b ≠ b' := fun hb => h (by rw [ha, hb, hc])
      rw [rot i j k a b c, rot i j k a' b' c', rot j k i b c a, rot j k i b' c' a']
      exact ne k i j hki hij hjk _ _ _ _ _ _ hb
    · rw [rot i j k a b c, rot i j k a' b' c']
      exact ne j k i hjk hki hij _ _ _ _ _ _ ha
  · exact ne i j k hij hjk hki _ _ _ _ _ _ hc
```

For equal exponents, write N(a,b,c) = ⟨T(a,b,c), T(a,b,c)⟩. The recursion becomes

N(a,b,c+1) = (c+1)(a+b+c+2) N(a,b,c),

and therefore

N(a,b,c) = c! · (a+b+c+1)!/(a+b+1)! · N(a,b,0).

The vacuum has N(0,0,0) = 1. Switching on [ki], then [jk], by the same rule in rotated labels gives

N(0,b,0) = (b+1)! b!,
N(a,b,0) = (a+b+1)! a! b!.

Substitution yields N(a,b,c) = (a+b+c+1)! a! b! c!. The lemma `climb` is the induction on one exponent, used three times. The three hypotheses of the theorem say that the sites are distinct, and its right-hand side is a natural number read as a complex one.

```lean
/-- For distinct sites, `[ij]^c [jk]^a [ki]^b` has squared Bargmann norm
`(a + b + c + 1)! a! b! c!`. -/
theorem triple_norm_sq {i j k : ι} (hij : i ≠ j) (hjk : j ≠ k) (hki : k ≠ i) (a b c : ℕ) :
    bargmann (triple i j k a b c) (triple i j k a b c) =
      (((a + b + c + 1)! * a ! * b ! * c ! : ℕ) : ℂ) := by
  -- once the formula holds without [ij], the recursion gives every power of [ij]
  have climb : ∀ (i j k : ι), i ≠ j → j ≠ k → k ≠ i → ∀ a b : ℕ,
      bargmann (triple i j k a b 0) (triple i j k a b 0) =
        (((a + b + 1)! * a ! * b ! : ℕ) : ℂ) →
      ∀ c : ℕ, bargmann (triple i j k a b c) (triple i j k a b c) =
        (((a + b + c + 1)! * a ! * b ! * c ! : ℕ) : ℂ) := by
    intro i j k h1 h2 h3 a b h c
    induction c with
    | zero => simpa using h
    | succ c ih =>
      have f : (a + b + (c + 1) + 1)! = (a + b + c + 2) * (a + b + c + 1)! :=
        Nat.factorial_succ (a + b + c + 1)
      rw [overlap_recursion h1 h2 h3, Nat.add_sub_cancel, ih, f, Nat.factorial_succ c]
      push_cast
      ring
  have rot : ∀ (i j k : ι) (a b c : ℕ), triple i j k a b c = triple j k i b c a := by
    intro i j k a b c
    simp only [triple]; ring
  have base : bargmann (triple k i j 0 0 0) (triple k i j 0 0 0) =
      (((0 + 0 + 1)! * 0 ! * 0 ! : ℕ) : ℂ) := by
    have h : triple k i j 0 0 0 = monomial 0 (1 : ℂ) := by
      simp [triple]
    rw [h, bargmann_monomial]
    simp [weight]
  -- switch on the three brackets one after another
  have hB := climb k i j hki hij hjk 0 0 base b
  have hA := climb j k i hjk hki hij b 0 (by
    rw [rot j k i b 0 0, hB]
    simp) a
  refine climb i j k hij hjk hki a b ?_ c
  rw [rot i j k a b 0, hA]
  have e : b + 0 + a + 1 = a + b + 1 := by ring
  rw [e, Nat.factorial_zero]
  push_cast
  ring

end

end SchwingerBosonTriple
```

```lean
#print axioms SchwingerBosonTriple.triple_orthogonal
#print axioms SchwingerBosonTriple.triple_norm_sq
```

```
'SchwingerBosonTriple.triple_orthogonal' depends on axioms: [propext, Classical.choice, Quot.sound]
'SchwingerBosonTriple.triple_norm_sq' depends on axioms: [propext, Classical.choice, Quot.sound]
```

## Two sites alone

The same argument by hand, with no third site, gives Ω[ij]^c = c(c+1)[ij]^(c−1) for c ≥ 1. The vector [ij]^c, an unnormalised singlet of two spins c/2, thus has squared norm (c+1)! c!, which is 2 for a single pair of spins 1/2.
